# With a bounded thermostat variable, Nosé–Hoover dynamics absorbs a linear drag and its extended energy drifts at the long-time rate $-c\,g\,kT$

Let nuclei with positions $q$, momenta $p$ and common mass $m$ move in a potential $U$ under a Nosé–Hoover thermostat with variable $z$, and let the forces carry a spurious drag $-cp$:

$$m\dot q=p,\qquad \dot p=-\nabla U(q)-(z+c)\,p,\qquad Q\dot z=\frac{|p|^2}{m}-g\,kT .$$

Here $Q$ is the thermostat inertia, $g$ the number of thermostatted degrees of freedom and $kT$ the target thermal energy. Then $z+c$ obeys the drag-free equations. If $z$ stays bounded for $t\ge 0$, the usual extended energy divided by $t$ nevertheless tends to $-c\,g\,kT$.

The constant $c$ stands for a force error proportional to momentum, such as can arise when incompletely converged electrons lag behind the nuclei. For this constant, linear drag, the result gives its effect on the "conserved" energy of first-principles molecular dynamics with a Nosé–Hoover thermostat.

## Energies and equations of motion

```lean
import Mathlib

open Filter Topology

namespace ThermostatDragCompensation

noncomputable section

variable {E : Type*} [NormedAddCommGroup E] [InnerProductSpace ℝ E]
```

The type `E` is the space in which $q$ and $p$ live, a real vector space with an inner product. For $N$ atoms one may take $\mathbb R^{3N}$.

```lean
/-- The physical energy `|p|²/(2m) + U(q)`, for nonzero mass `m`. -/
def energy (U : E → ℝ) (m : ℝ) (q p : E) : ℝ := ‖p‖ ^ 2 / (2 * m) + U q
```

This is the physical energy $H=|p|^2/(2m)+U(q)$. The potential is a function `U : E → ℝ`.

```lean
/-- The usual Nosé-Hoover extended energy `H + Q z²/2 + g kT ∫₀ᵗ z` along a trajectory,
for nonzero mass `m`. -/
def extendedEnergy (U : E → ℝ) (m Q g kT : ℝ) (q p : ℝ → E) (z : ℝ → ℝ) (t : ℝ) : ℝ :=
  energy U m (q t) (p t) + Q * (z t * z t) / 2 + g * kT * ∫ s in (0 : ℝ)..t, z s
```

The extended energy along a trajectory is

$$\mathcal E(t)=H(t)+\tfrac12Qz(t)^2+g\,kT\int_0^t z(s)\,ds .$$

It uses the thermostat variable $z$ that the simulation sees, not $z+c$. The name `kT` is a single real number.

```lean
variable [CompleteSpace E]

/-- Nosé-Hoover dynamics with an additional force drag `-c p`, for times `t ≥ 0`, differentiable `U`
and nonzero mass `m`. The value `c = 0` gives the drag-free equations. -/
structure DragNoseHoover (U : E → ℝ) (m Q g kT c : ℝ) (q p : ℝ → E) (z : ℝ → ℝ) :
    Prop where
  diff_q : ∀ t, 0 ≤ t → DifferentiableAt ℝ q t
  diff_z : ∀ t, 0 ≤ t → DifferentiableAt ℝ z t
  velocity : ∀ t, 0 ≤ t → m • deriv q t = p t
  momentum : ∀ t, 0 ≤ t → HasDerivAt p (-gradient U (q t) - (z t + c) • p t) t
  thermostat : ∀ t, 0 ≤ t → Q * deriv z t = ‖p t‖ ^ 2 / m - g * kT
```

`CompleteSpace E` makes the space a Hilbert space, which Mathlib's `gradient` requires. The structure `DragNoseHoover` collects what it means for given functions $q,p,z$ to solve the equations for all $t\ge0$. The term `HasDerivAt p v t` says that $p$ has derivative $v$ at $t$, and `•` is multiplication of a vector by a number. The fields `diff_q` and `diff_z` are there because `deriv` returns zero where no derivative exists.

The trajectory is assumed, and its existence is not derived. No signs are imposed on the parameters. The derivative at $t=0$ is two-sided, so the functions must extend smoothly enough to slightly negative times.

## Shifting the thermostat variable

```lean
variable {U : E → ℝ} {m Q g kT c : ℝ} {q p : ℝ → E} {z : ℝ → ℝ}

/-- A trajectory obeys the equations with drag `c` exactly when the same positions and
momenta, with thermostat variable `z + c`, obey the drag-free equations. -/
theorem shift_iff : DragNoseHoover U m Q g kT c q p z ↔
    DragNoseHoover U m Q g kT 0 q p (fun t => z t + c) := by
  constructor
  · intro h
    exact ⟨h.diff_q, fun t ht => (h.diff_z t ht).add_const c, h.velocity,
      fun t ht => by simpa using h.momentum t ht,
      fun t ht => by simpa using h.thermostat t ht⟩
  · intro h
    exact ⟨h.diff_q, fun t ht => by simpa using (h.diff_z t ht).sub_const c, h.velocity,
      fun t ht => by simpa using h.momentum t ht,
      fun t ht => by simpa using h.thermostat t ht⟩
```

Put $\zeta=z+c$. Since $c$ is constant, $\dot\zeta=\dot z$, so the thermostat equation is unchanged, while the friction term $(z+c)p$ becomes $(\zeta+0)p$. Positions and momenta are the same functions in both descriptions. The two halves of the proof add and subtract the constant, and `simpa` tidies the result.

## Power balance

```lean
/-- Power balance: for differentiable `U` and nonzero mass, the physical energy changes
at the rate `-(z + c) |p|²/m`. -/
theorem power_balance (h : DragNoseHoover U m Q g kT c q p z) (hU : Differentiable ℝ U)
    (hm : m ≠ 0) {t : ℝ} (ht : 0 ≤ t) :
    HasDerivAt (fun s => energy U m (q s) (p s)) (-(z t + c) * (‖p t‖ ^ 2 / m)) t := by
  have hp := (h.momentum t ht).norm_sq
  have hUq : HasDerivAt (fun s => U (q s)) (inner ℝ (gradient U (q t)) (deriv q t)) t := by
    have h1 := (hU (q t)).hasGradientAt.hasFDerivAt.comp_hasDerivAt t
      (h.diff_q t ht).hasDerivAt
    simpa [Function.comp_def] using h1
  -- the conservative force does work at the rate at which `U` decreases
  have hin : inner ℝ (p t) (gradient U (q t))
      = m * inner ℝ (gradient U (q t)) (deriv q t) := by
    rw [← h.velocity t ht, real_inner_smul_left, real_inner_comm]
  have hm1 : m * m⁻¹ = 1 := mul_inv_cancel₀ hm
  simp only [energy]
  refine ((hp.div_const (2 * m)).fun_add hUq).congr_deriv ?_
  rw [inner_sub_right, inner_neg_right, real_inner_smul_right,
    real_inner_self_eq_norm_sq, hin]
  linear_combination (-(inner ℝ (gradient U (q t)) (deriv q t))) * hm1
```

By the chain rule and the equations of motion,

$$\dot H=\frac{p\cdot\dot p}{m}+\nabla U\cdot\dot q
=-\frac{p\cdot\nabla U}{m}-(z+c)\frac{|p|^2}{m}+\frac{\nabla U\cdot p}{m}
=-(z+c)\frac{|p|^2}{m}.$$

In the code, `hp` differentiates $|p|^2$, `hUq` differentiates $U(q(t))$, and `hin` is the identity $p\cdot\nabla U=m\,\nabla U\cdot\dot q$ that cancels the conservative work. Differentiability of $U$ is enough; its gradient need not be continuous.

## The exact drift law

```lean
/-- Exact drift law: for differentiable `U` and nonzero mass, the extended energy at
`t ≥ 0` is its initial value minus `c g kT t` minus `c Q (z(t) - z(0))`. -/
theorem extendedEnergy_drift (h : DragNoseHoover U m Q g kT c q p z)
    (hU : Differentiable ℝ U) (hm : m ≠ 0) {t : ℝ} (ht : 0 ≤ t) :
    extendedEnergy U m Q g kT q p z t = extendedEnergy U m Q g kT q p z 0
      - c * (g * kT) * t - c * Q * (z t - z 0) := by
  -- adding `c Q z` leaves a rate that contains only `z + c`
  have hF : ∀ s, 0 ≤ s → HasDerivAt
      (fun s => energy U m (q s) (p s) + Q * (z s * z s) / 2 + c * Q * z s)
      (-(g * kT) * (z s + c)) s := by
    intro s hs
    have hz := (h.diff_z s hs).hasDerivAt
    refine (((power_balance h hU hm hs).fun_add
      (((hz.fun_mul hz).const_mul Q).div_const 2)).fun_add
      (hz.const_mul (c * Q))).congr_deriv ?_
    linear_combination (z s + c) * h.thermostat s hs
  have hpos : ∀ s ∈ Set.uIcc 0 t, 0 ≤ s := by
    intro s hs
    rw [Set.uIcc_of_le ht] at hs
    exact hs.1
  have hzc : ContinuousOn z (Set.uIcc 0 t) := fun s hs =>
    (h.diff_z s (hpos s hs)).continuousAt.continuousWithinAt
  have hi : IntervalIntegrable (fun s => -(g * kT) * (z s + c)) MeasureTheory.volume 0 t :=
    (continuousOn_const.mul (hzc.add continuousOn_const)).intervalIntegrable
  have key := intervalIntegral.integral_eq_sub_of_hasDerivAt
    (fun s hs => hF s (hpos s hs)) hi
  rw [intervalIntegral.integral_const_mul,
    intervalIntegral.integral_add hzc.intervalIntegrable intervalIntegrable_const,
    intervalIntegral.integral_const] at key
  simp only [smul_eq_mul, sub_zero] at key
  simp only [extendedEnergy, intervalIntegral.integral_same]
  linear_combination (-1 : ℝ) * key
```

Add $cQz$ to the first two terms of the extended energy and set $F=H+\tfrac12Qz^2+cQz$. Then

$$\dot F=-(z+c)\frac{|p|^2}{m}+(z+c)Q\dot z
=-(z+c)\frac{|p|^2}{m}+(z+c)\Big(\frac{|p|^2}{m}-g\,kT\Big)=-g\,kT\,(z+c).$$

Integration from $0$ to $t$ gives

$$F(t)-F(0)=-g\,kT\int_0^t z\,ds-c\,g\,kT\,t .$$

Moving the integral to the left and separating off $cQz$ yields

$$\mathcal E(t)=\mathcal E(0)-c\,g\,kT\,t-cQ\,\big(z(t)-z(0)\big).$$

The step `hF` is the computation of $\dot F$. Its last line, `linear_combination (z s + c) * h.thermostat s hs`, multiplies the thermostat equation by $z+c$, as above.

### The fundamental theorem of calculus in Mathlib

The passage from $\dot F$ to $F(t)-F(0)$ is made by `intervalIntegral.integral_eq_sub_of_hasDerivAt`. It asks for two things: a derivative at every point of the closed interval between the endpoints, and integrability of that derivative. The first is `hF`, with `hpos` confirming that points of `Set.uIcc 0 t` are nonnegative. The second, `hi`, is easy because the derivative has been reduced to $-g\,kT(z+c)$: a differentiable $z$ is continuous, and a continuous function is integrable on a bounded closed interval.

## From the exact law to a long-time rate

```lean
private lemma drift_div_time (h : DragNoseHoover U m Q g kT c q p z)
    (hU : Differentiable ℝ U) (hm : m ≠ 0) {t : ℝ} (ht : 0 < t) :
    extendedEnergy U m Q g kT q p z t / t =
      (extendedEnergy U m Q g kT q p z 0 + c * Q * z 0) / t
        - c * (g * kT) - c * Q * (z t / t) := by
  have h1 : t * t⁻¹ = 1 := mul_inv_cancel₀ ht.ne'
  rw [extendedEnergy_drift h hU hm ht.le]
  linear_combination (-(c * (g * kT))) * h1
```

For $t>0$, division by $t$ gives

$$\frac{\mathcal E(t)}t=\frac{\mathcal E(0)+cQz(0)}t-c\,g\,kT-cQ\,\frac{z(t)}t .$$

```lean
private lemma bounded_div_time {f : ℝ → ℝ} {B : ℝ} (hB : ∀ t, 0 ≤ t → |f t| ≤ B) :
    Tendsto (fun t => f t / t) atTop (𝓝 0) := by
  have hK : Tendsto (fun t : ℝ => B / t) atTop (𝓝 0) :=
    tendsto_const_nhds.div_atTop tendsto_id
  refine squeeze_zero_norm' ?_ hK
  filter_upwards [eventually_gt_atTop (0 : ℝ)] with t ht
  rw [Real.norm_eq_abs, abs_div, abs_of_pos ht]
  exact div_le_div_of_nonneg_right (hB t ht.le) ht.le
```

If $|f(t)|\le B$ for $t\ge0$, then $|f(t)/t|\le B/t$ for $t>0$, so $f(t)/t\to0$. In Lean, `Tendsto … atTop (𝓝 0)` means convergence to zero as $t\to\infty$, and `squeeze_zero_norm'` is the squeeze argument.

```lean
/-- For differentiable `U` and nonzero `m`, `c` and `Q`, the extended energy per unit time
tends to `-c g kT` exactly when `z(t)/t` tends to zero. -/
theorem drift_rate_iff (h : DragNoseHoover U m Q g kT c q p z)
    (hU : Differentiable ℝ U) (hm : m ≠ 0) (hc : c ≠ 0) (hQ : Q ≠ 0) :
    Tendsto (fun t => extendedEnergy U m Q g kT q p z t / t) atTop (𝓝 (-(c * (g * kT))))
      ↔ Tendsto (fun t => z t / t) atTop (𝓝 0) := by
  have hK : Tendsto (fun t : ℝ => (extendedEnergy U m Q g kT q p z 0 + c * Q * z 0) / t)
      atTop (𝓝 0) := tendsto_const_nhds.div_atTop tendsto_id
  constructor
  · intro hE
    have lim := ((hK.sub_const (c * (g * kT))).sub hE).div_const (c * Q)
    rw [show (0 - c * (g * kT) - -(c * (g * kT))) / (c * Q) = 0 by ring] at lim
    refine lim.congr' ?_
    filter_upwards [eventually_gt_atTop (0 : ℝ)] with t ht
    rw [drift_div_time h hU hm ht, div_eq_iff (mul_ne_zero hc hQ)]
    ring
  · intro hz
    have lim := (hK.sub_const (c * (g * kT))).sub (hz.const_mul (c * Q))
    rw [show 0 - c * (g * kT) - c * Q * 0 = -(c * (g * kT)) by ring] at lim
    refine lim.congr' ?_
    filter_upwards [eventually_gt_atTop (0 : ℝ)] with t ht
    rw [drift_div_time h hU hm ht]
```

When $c$ and $Q$ are nonzero, the divided law can be solved for $z(t)/t$:

$$\frac{z(t)}t=\frac1{cQ}\left(\frac{\mathcal E(0)+cQz(0)}t-c\,g\,kT-\frac{\mathcal E(t)}t\right).$$

If $\mathcal E(t)/t\to-c\,g\,kT$, the right side tends to zero. Conversely, if $z(t)/t\to0$, the divided law gives the drift rate. The two directions of the proof are these two limits; `filter_upwards` restricts attention to positive times, where the law holds.

```lean
/-- Thermostat compensation of drag: for differentiable `U`, nonzero mass and bounded `z`,
the variable `z + c` obeys drag-free Nosé-Hoover dynamics, while the usual extended energy
divided by `t` tends to `-c g kT`. -/
theorem drag_compensation (h : DragNoseHoover U m Q g kT c q p z)
    (hU : Differentiable ℝ U) (hm : m ≠ 0) {B : ℝ} (hB : ∀ t, 0 ≤ t → |z t| ≤ B) :
    DragNoseHoover U m Q g kT 0 q p (fun t => z t + c) ∧
    Tendsto (fun t => extendedEnergy U m Q g kT q p z t / t) atTop
      (𝓝 (-(c * (g * kT)))) := by
  refine ⟨shift_iff.mp h, ?_⟩
  have hK : Tendsto (fun t : ℝ => (extendedEnergy U m Q g kT q p z 0 + c * Q * z 0) / t)
      atTop (𝓝 0) := tendsto_const_nhds.div_atTop tendsto_id
  have lim := (hK.sub_const (c * (g * kT))).sub ((bounded_div_time hB).const_mul (c * Q))
  rw [show 0 - c * (g * kT) - c * Q * 0 = -(c * (g * kT)) by ring] at lim
  refine lim.congr' ?_
  filter_upwards [eventually_gt_atTop (0 : ℝ)] with t ht
  rw [drift_div_time h hU hm ht]
```

The main theorem joins the two statements. Its first half is `shift_iff`. For its second half, $|z|\le B$ gives $z(t)/t\to0$, and the divided law gives $\mathcal E(t)/t\to-c\,g\,kT$. Here $c$ and $Q$ may be zero. The bound on $z$ is a hypothesis about the trajectory, not a consequence of the equations as used here. A trajectory that samples the canonical distribution does not satisfy it, because $z+c$ is then Gaussian and exceeds every bound at some time. For such a trajectory, with $c$ and $Q$ nonzero, `drift_rate_iff` gives the same rate whenever $z(t)/t\to0$.

## The thermostat average measures the drag

```lean
/-- For differentiable `U`, nonzero `m` and `g kT`, and bounded `z` and physical energy,
the time average of the thermostat variable tends to `-c`. -/
theorem mean_thermostat (h : DragNoseHoover U m Q g kT c q p z)
    (hU : Differentiable ℝ U) (hm : m ≠ 0) (hT : g * kT ≠ 0) {B C : ℝ}
    (hB : ∀ t, 0 ≤ t → |z t| ≤ B) (hC : ∀ t, 0 ≤ t → |energy U m (q t) (p t)| ≤ C) :
    Tendsto (fun t => (∫ s in (0 : ℝ)..t, z s) / t) atTop (𝓝 (-c)) := by
  have hzz : ∀ t, 0 ≤ t → |z t * z t| ≤ B * B := by
    intro t ht
    rw [abs_mul]
    exact mul_self_le_mul_self (abs_nonneg _) (hB t ht)
  -- only the integral term of the extended energy can grow linearly
  have lim := (((drag_compensation h hU hm hB).2.sub (bounded_div_time hC)).sub
    ((bounded_div_time hzz).const_mul (Q / 2))).div_const (g * kT)
  have hval : (-(c * (g * kT)) - 0 - Q / 2 * 0) / (g * kT) = -c := by
    rw [div_eq_iff hT]
    ring
  rw [hval] at lim
  refine lim.congr fun t => ?_
  rw [div_eq_iff hT]
  simp only [extendedEnergy]
  ring
```

Suppose that $H$ is bounded too and $g\,kT\ne0$. Dividing the definition of $\mathcal E$ by $t$ and rearranging,

$$\frac1t\int_0^t z\,ds=\frac1{g\,kT}\left(\frac{\mathcal E(t)}t-\frac{H(t)}t-\frac Q2\,\frac{z(t)^2}t\right)\longrightarrow-c .$$

The last two terms vanish by `bounded_div_time`; `hzz` supplies the bound $z^2\le B^2$. Canonical sampling violates both bounds, but this identity and the divided law give the same limit whenever $H(t)/t$ and $z(t)^2/t$ tend to zero.

## What a simulation output shows

Take 64 atoms of one element at 300 K, with all $g=192$ momentum components thermostatted. Then $kT\approx0.02585$ eV and $g\,kT\approx4.96$ eV. A drag $c=10^{-3}\,\mathrm{ps}^{-1}$ makes the extended energy fall by about 5 meV per picosecond, or 0.08 meV per picosecond per atom, once the term $-cQ(z(t)-z(0))$ is small beside the linear one.

Many codes store $\eta(t)=\int_0^t z\,ds$ as a separate variable. Under the hypotheses of `mean_thermostat`, or the weaker growth conditions stated after it, $\eta(t)/t$ approaches $-10^{-3}\,\mathrm{ps}^{-1}$ in this example. These figures concern continuous time and one thermostat; time-step error can add a drift of its own.

## A circular orbit that satisfies the equations

```lean
/-- The gradient of the isotropic harmonic potential `k |x|²/2` is `k x`. -/
theorem gradient_harmonic (k : ℝ) (x : E) :
    gradient (fun y : E => k / 2 * ‖y‖ ^ 2) x = k • x := by
  apply HasGradientAt.gradient
  rw [hasGradientAt_iff_hasFDerivAt]
  refine ((hasStrictFDerivAt_norm_sq x).hasFDerivAt.const_mul (k / 2)).congr_fderiv ?_
  apply ContinuousLinearMap.ext
  intro y
  simp
  ring
```

The derivative of $|x|^2$ in direction $y$ is $2\,x\cdot y$. Multiplication by $k/2$ gives $k\,x\cdot y$, so the gradient of $k|x|^2/2$ is $kx$.

```lean
/-- A circular orbit of radius `|a|` and angular frequency `ω` in a planar harmonic well,
with `m (ω a)² = g kT`, `m` nonzero and constant `z = -c`, solves the equations with drag. -/
theorem circular_orbit_witness (m ω a Q g kT c : ℝ) (hm : m ≠ 0)
    (hT : m * (ω * a) ^ 2 = g * kT) :
    DragNoseHoover (fun x : ℂ => m * ω ^ 2 / 2 * ‖x‖ ^ 2) m Q g kT c
      (fun t => (a : ℂ) * Complex.exp (ω * t * Complex.I))
      (fun t => (m * ω * Complex.I) * ((a : ℂ) * Complex.exp (ω * t * Complex.I)))
      (fun _ => -c) := by
  have he : ∀ t : ℝ, HasDerivAt (fun s : ℝ => (a : ℂ) * Complex.exp (ω * s * Complex.I))
      (ω * Complex.I * (a * Complex.exp (ω * t * Complex.I))) t := by
    intro t
    have h1 : HasDerivAt (fun s : ℝ => (ω : ℂ) * s * Complex.I) (ω * Complex.I) t := by
      simpa using ((hasDerivAt_id t).ofReal_comp.const_mul (ω : ℂ)).mul_const Complex.I
    exact (h1.cexp.const_mul (a : ℂ)).congr_deriv (by ring)
  refine ⟨fun t _ => (he t).differentiableAt, fun t _ => differentiableAt_const _,
    fun t _ => ?_, fun t _ => ?_, fun t _ => ?_⟩
  · rw [(he t).deriv, Complex.real_smul]
    ring
  · -- the harmonic force supplies the centripetal acceleration
    refine ((he t).const_mul (m * ω * Complex.I)).congr_deriv ?_
    rw [gradient_harmonic (m * ω ^ 2)]
    simp only [neg_add_cancel, zero_smul, sub_zero, Complex.real_smul]
    push_cast
    linear_combination
      (m * ω ^ 2 * (a * Complex.exp (ω * t * Complex.I))) * Complex.I_sq
  · have hn : ‖Complex.exp ((ω : ℂ) * t * Complex.I)‖ = 1 := by
      rw [← Complex.ofReal_mul]
      exact Complex.norm_exp_ofReal_mul_I _
    have hp : ‖(m * ω * Complex.I) * ((a : ℂ) * Complex.exp (ω * t * Complex.I))‖ ^ 2
        = m * (ω * a) ^ 2 * m := by
      simp only [norm_mul, hn, Complex.norm_real, Complex.norm_I, Real.norm_eq_abs,
        mul_pow, sq_abs]
      ring
    rw [deriv_const, hp, mul_div_cancel_right₀ _ hm, hT]
    ring

end

end ThermostatDragCompensation
```

The complex plane serves as a two-dimensional real space. Take $U(x)=m\omega^2|x|^2/2$ and

$$q=a\,e^{i\omega t},\qquad p=im\omega\,q,\qquad z=-c .$$

Then $m\dot q=p$, and $\dot p=-m\omega^2q=-\nabla U(q)$, with no friction because $z+c=0$. Finally $|p|^2/m=m(\omega a)^2=g\,kT$, so $\dot z=0$ is consistent. The three closing bullets of the proof check these equations in this order.

For positive $m$ and $g\,kT$, one can choose $\omega a=\sqrt{g\,kT/m}$. On this orbit $H=g\,kT$, and the extended energy is the straight line $g\,kT+\tfrac12Qc^2-c\,g\,kT\,t$.

```lean
#print axioms ThermostatDragCompensation.drift_rate_iff
-- 'ThermostatDragCompensation.drift_rate_iff' depends on axioms: [propext, Classical.choice, Quot.sound]
#print axioms ThermostatDragCompensation.drag_compensation
-- 'ThermostatDragCompensation.drag_compensation' depends on axioms: [propext, Classical.choice, Quot.sound]
#print axioms ThermostatDragCompensation.mean_thermostat
-- 'ThermostatDragCompensation.mean_thermostat' depends on axioms: [propext, Classical.choice, Quot.sound]
```
